# Kramers partners separate charge from magnetisation matrix elements for real symmetric orbital operators

**Q:** Show me the mechanism in one orbital before you show me any general statement.

**A:** Take the spin-up state $u=(1,0)$. Time reversal $K$ conjugates the components and then applies $i\sigma_y=\begin{pmatrix}0&1\\-1&0\end{pmatrix}$, so $Ku=(0,-1)$. The identity, which measures charge, gives $\langle u,Ku\rangle=0$. The magnetisation operator $\sigma_x$ gives $\langle u,\sigma_xKu\rangle=-1$. What distinguishes the two operators is a sign: $K$ commutes with the identity and anticommutes with $\sigma_x$.

**Q:** And with many orbitals? What is a spinor in the code?

**A:** A function `n × Fin 2 → ℂ`, where `n` is a finite set labelling orbitals and `Fin 2` is the spin, with 0 for up and 1 for down. These are coefficients in an orthonormal basis of real orbitals, so that conjugating coefficients amounts to conjugating the wavefunction.

```lean
import Mathlib

open Matrix
open scoped Kronecker ComplexOrder

namespace KramersResponse

noncomputable section

variable {n : Type*} [Fintype n] [DecidableEq n]
```

The Pauli matrices are numbered 0, 1, 2 for $x,y,z$, so `pauli 1` is $\sigma_y$.

```lean
/-- The Pauli matrices σ_x, σ_y, σ_z, numbered 0, 1, 2. -/
def pauli : Fin 3 → Matrix (Fin 2) (Fin 2) ℂ :=
  ![!![0, 1; 1, 0], !![0, -Complex.I; Complex.I, 0], !![1, 0; 0, -1]]

/-- The Kramers (time-reversal) operator: complex conjugation followed by 1 ⊗ iσ_y. -/
def kramers (ψ : n × Fin 2 → ℂ) : n × Fin 2 → ℂ :=
  ((1 : Matrix n n ℂ) ⊗ₖ (Complex.I • pauli 1)) *ᵥ star ψ
```

The inner product is conjugate-linear in its first argument, and `matrixElement O φ ψ` is $\langle\varphi,O\psi\rangle$.

```lean
/-- The matrix element ⟨φ, O ψ⟩ of an operator between two spinors. -/
def matrixElement (O : Matrix (n × Fin 2) (n × Fin 2) ℂ) (φ ψ : n × Fin 2 → ℂ) : ℂ :=
  star φ ⬝ᵥ (O *ᵥ ψ)
```

**Q:** Where does the behaviour under time reversal enter? I don't want it hidden in a definition.

**A:** It is a separate condition. An operator $O$ has time parity $\varepsilon$ if $K(O\psi)=\varepsilon\,O(K\psi)$ for every $\psi$. Physically, $\varepsilon=1$ means that $O$ is unchanged when motion and spins are reversed, and $\varepsilon=-1$ that it changes sign. The number `ε` is complex in the definition; the theorems about general parity restrict it to $\pm1$.

```lean
/-- The operator O has time parity ε if K O = ε O K. -/
def HasTimeParity (ε : ℂ) (O : Matrix (n × Fin 2) (n × Fin 2) ℂ) : Prop :=
  ∀ ψ, kramers (O *ᵥ ψ) = ε • (O *ᵥ kramers ψ)
```

The two channels are built from a real orbital matrix $A$, for instance that of a real local potential: $A\otimes1$ for charge and $A\otimes\sigma_k$ for magnetisation. Their parities are proved further down.

```lean
/-- The spin-independent operator A ⊗ 1 built from a real orbital matrix A. -/
def chargeOp (A : Matrix n n ℝ) : Matrix (n × Fin 2) (n × Fin 2) ℂ :=
  A.map Complex.ofReal ⊗ₖ (1 : Matrix (Fin 2) (Fin 2) ℂ)

/-- The magnetisation operator A ⊗ σ_k built from a real orbital matrix A. -/
def magnetisationOp (A : Matrix n n ℝ) (k : Fin 3) : Matrix (n × Fin 2) (n × Fin 2) ℂ :=
  A.map Complex.ofReal ⊗ₖ pauli k
```

**Q:** Does this matrix definition of $K$ really behave like time reversal for spin one-half?

**A:** Work out the components. For orbital $i$,
$$(K\psi)_{i0}=\psi_{i1}^*,\qquad (K\psi)_{i1}=-\psi_{i0}^*.$$
The first lemma obtains this by expanding the matrix product.

```lean
/-- The Kramers operator exchanges the two spin components, conjugates them,
and changes the sign of the lower one. -/
theorem kramers_apply (ψ : n × Fin 2 → ℂ) (i : n) :
    kramers ψ (i, 0) = star (ψ (i, 1)) ∧ kramers ψ (i, 1) = -star (ψ (i, 0)) := by
  constructor <;>
    simp [kramers, pauli, Matrix.mulVec, dotProduct, Fintype.sum_prod_type,
      Matrix.kroneckerMap_apply, Matrix.one_apply, Fin.sum_univ_two, ite_mul]
```

Applying the rule twice gives $(K^2\psi)_{i0}=(K\psi)_{i1}^*=-\psi_{i0}$ and $(K^2\psi)_{i1}=-(K\psi)_{i0}^*=-\psi_{i1}$. Hence $K^2=-1$, and the proof checks the same two spin components.

```lean
/-- Applying the Kramers operator twice reverses the sign of a spinor. -/
theorem kramers_kramers (ψ : n × Fin 2 → ℂ) : kramers (kramers ψ) = -ψ := by
  funext ⟨i, s⟩
  revert s
  refine Fin.forall_fin_two.2 ⟨?_, ?_⟩ <;> simp [kramers_apply]
```

For inner products,
$$\langle K\psi,K\varphi\rangle=\sum_i\left(\psi_{i1}\varphi_{i1}^*+\psi_{i0}\varphi_{i0}^*\right)=\langle\varphi,\psi\rangle,$$
which is antiunitarity. Lean compares the sums orbital by orbital.

```lean
/-- The Kramers operator is antiunitary: ⟨Kψ, Kφ⟩ = ⟨φ, ψ⟩. -/
theorem kramers_antiunitary (ψ φ : n × Fin 2 → ℂ) :
    star (kramers ψ) ⬝ᵥ kramers φ = star φ ⬝ᵥ ψ := by
  simp only [dotProduct, Fintype.sum_prod_type, Fin.sum_univ_two, Pi.star_apply,
    kramers_apply, star_star, star_neg]
  exact Finset.sum_congr rfl fun i _ => by ring
```

**Q:** Now relate the matrix elements between partners to the original ones.

**A:** Let $O$ be Hermitian with parity $\varepsilon=\pm1$. Since $\varepsilon^2=1$, the parity condition can be turned round to $OK\varphi=\varepsilon K(O\varphi)$. Then
$$\langle K\psi,OK\varphi\rangle=\varepsilon\langle K\psi,K(O\varphi)\rangle=\varepsilon\langle O\varphi,\psi\rangle=\varepsilon\langle\varphi,O\psi\rangle.$$
The second equality is antiunitarity and the third is Hermiticity. In the proof, `h` is the turned-round condition, and the final rewrite carries out the chain in this order.

```lean
/-- For a Hermitian operator of time parity ε = ±1, the matrix element between Kramers
partners is ⟨Kψ, O Kφ⟩ = ε ⟨φ, O ψ⟩. -/
theorem matrixElement_kramers {O : Matrix (n × Fin 2) (n × Fin 2) ℂ} {ε : ℂ}
    (hO : O.IsHermitian) (hε : ε = 1 ∨ ε = -1) (hK : HasTimeParity ε O)
    (ψ φ : n × Fin 2 → ℂ) :
    matrixElement O (kramers ψ) (kramers φ) = ε * matrixElement O φ ψ := by
  have hε2 : ε * ε = 1 := by rcases hε with rfl | rfl <;> norm_num
  -- move K to the left of O
  have h : O *ᵥ kramers φ = ε • kramers (O *ᵥ φ) := by
    rw [hK φ, smul_smul, hε2, one_smul]
  -- then use antiunitarity and Hermiticity
  unfold matrixElement
  rw [h, dotProduct_smul, smul_eq_mul, kramers_antiunitary, Matrix.star_mulVec, hO.eq,
    ← Matrix.dotProduct_mulVec]
```

**Q:** Perhaps your parity condition is stronger than what the matrix elements can detect.

**A:** For Hermitian $O$ and $\varepsilon=\pm1$ the two are equivalent. Suppose the relation holds for all spinors, and let $w=K(O\varphi)-\varepsilon\,OK\varphi$ be the amount by which parity fails. Because $w=-K(Kw)$, antiunitarity and Hermiticity give
$$\langle w,K(O\varphi)\rangle=-\langle O\varphi,Kw\rangle=-\langle\varphi,OKw\rangle,$$
while the assumed relation gives
$$\langle w,OK\varphi\rangle=-\varepsilon\langle\varphi,OKw\rangle.$$
Therefore $\langle w,w\rangle=(-1+\varepsilon^2)\langle\varphi,OKw\rangle=0$, and $w=0$. In Lean, `h1` is the antiunitarity step, `h2` the assumed relation and `h3` Hermiticity; `linear_combination` adds them up.

```lean
/-- Conversely, if a Hermitian operator satisfies ⟨Kψ, O Kφ⟩ = ε ⟨φ, O ψ⟩ for all spinors,
with ε = ±1, then it has time parity ε. -/
theorem hasTimeParity_of_matrixElement {O : Matrix (n × Fin 2) (n × Fin 2) ℂ} {ε : ℂ}
    (hO : O.IsHermitian) (hε : ε = 1 ∨ ε = -1)
    (h : ∀ ψ φ, matrixElement O (kramers ψ) (kramers φ) = ε * matrixElement O φ ψ) :
    HasTimeParity ε O := by
  intro φ
  have hε2 : ε * ε = 1 := by rcases hε with rfl | rfl <;> norm_num
  -- the defect vector w is orthogonal to itself
  obtain ⟨w, hw⟩ : ∃ w, w = kramers (O *ᵥ φ) - ε • (O *ᵥ kramers φ) := ⟨_, rfl⟩
  have e : ∀ u : n × Fin 2 → ℂ, u ⬝ᵥ w =
      u ⬝ᵥ kramers (O *ᵥ φ) - ε * (u ⬝ᵥ (O *ᵥ kramers φ)) := by
    intro u
    rw [hw, dotProduct_sub, dotProduct_smul, smul_eq_mul]
  have h1 := kramers_antiunitary (kramers w) (O *ᵥ φ)
  have h2 := h (kramers w) φ
  have h3 : star (O *ᵥ φ) ⬝ᵥ kramers w = star φ ⬝ᵥ (O *ᵥ kramers w) := by
    rw [Matrix.star_mulVec, hO.eq, ← Matrix.dotProduct_mulVec]
  unfold matrixElement at h2
  rw [kramers_kramers, star_neg, neg_dotProduct] at h1 h2
  have h0 : star w ⬝ᵥ w = 0 := by
    rw [e]
    linear_combination -h1 + ε * h2 - h3 + (star φ ⬝ᵥ (O *ᵥ kramers w)) * hε2
  have hz : w = 0 := dotProduct_star_self_eq_zero.1 h0
  exact sub_eq_zero.1 (hw.symm.trans hz)
```

**Q:** In your first example the identity did not connect $u$ with $Ku$. Is that general?

**A:** Yes, for every Hermitian $O$ with $\varepsilon=1$. Put $\psi=K\varphi$ in the main relation:
$$\langle K^2\varphi,OK\varphi\rangle=\langle\varphi,OK\varphi\rangle.$$
The left side is $-\langle\varphi,OK\varphi\rangle$ because $K^2=-1$, so the element equals its own negative and vanishes.

```lean
/-- A Hermitian operator that commutes with time reversal has no matrix element between
a spinor and its own Kramers partner. -/
theorem matrixElement_partner_eq_zero {O : Matrix (n × Fin 2) (n × Fin 2) ℂ}
    (hO : O.IsHermitian) (hK : HasTimeParity 1 O) (φ : n × Fin 2 → ℂ) :
    matrixElement O φ (kramers φ) = 0 := by
  have h := matrixElement_kramers hO (Or.inl rfl) hK (kramers φ) φ
  unfold matrixElement at h ⊢
  rw [kramers_kramers, star_neg, neg_dotProduct] at h
  linear_combination (-1 / 2) * h
```

**Q:** So you have proved Kramers' theorem?

**A:** No. Kramers' theorem says that, for an odd number of electrons with a time-reversal-invariant Hamiltonian, every energy level is at least doubly degenerate, and no eigenvalue problem appears here. This is a selection rule for matrix elements.

**Q:** Then show that the charge and magnetisation operators have the parities you need.

**A:** Symmetry and reality of $A$ make $A\otimes1$ Hermitian. Reality also lets $A$ pass through the conjugation: the upper component of $K((A\otimes1)\psi)$ is $\sum_jA_{ij}\psi_{j1}^*$ and the lower is $-\sum_jA_{ij}\psi_{j0}^*$, exactly the components of $(A\otimes1)K\psi$. So $\varepsilon=1$.

```lean
/-- For real symmetric A, the charge operator A ⊗ 1 is Hermitian and has time parity +1. -/
theorem chargeOp_parity {A : Matrix n n ℝ} (hA : A.IsSymm) :
    (chargeOp A).IsHermitian ∧ HasTimeParity 1 (chargeOp A) := by
  constructor
  · ext ⟨i, s⟩ ⟨j, t⟩
    fin_cases s <;> fin_cases t <;>
      simp [chargeOp, Matrix.kroneckerMap_apply, hA.apply i j]
  · intro ψ
    funext ⟨i, s⟩
    revert s
    refine Fin.forall_fin_two.2 ⟨?_, ?_⟩ <;>
      simp [kramers_apply, chargeOp, Matrix.mulVec, dotProduct, Fintype.sum_prod_type,
        Matrix.kroneckerMap_apply, Fin.sum_univ_two]
```

With a Pauli factor, the spin part must satisfy $(i\sigma_y)\sigma_k^*=-\sigma_k(i\sigma_y)$. For $\sigma_x$ and $\sigma_z$, which are real, this is anticommutation with $\sigma_y$. For $\sigma_y$ the sign comes from $\sigma_y^*=-\sigma_y$. So $\varepsilon=-1$ for all three, and the proof runs through them case by case.

```lean
/-- For real symmetric A, each magnetisation operator A ⊗ σ_k is Hermitian and has
time parity -1. -/
theorem magnetisationOp_parity {A : Matrix n n ℝ} (hA : A.IsSymm) (k : Fin 3) :
    (magnetisationOp A k).IsHermitian ∧ HasTimeParity (-1) (magnetisationOp A k) := by
  constructor
  · ext ⟨i, s⟩ ⟨j, t⟩
    fin_cases k <;> fin_cases s <;> fin_cases t <;>
      simp [magnetisationOp, pauli, Matrix.kroneckerMap_apply, hA.apply i j]
  · intro ψ
    funext ⟨i, s⟩
    revert s
    fin_cases k <;> refine Fin.forall_fin_two.2 ⟨?_, ?_⟩ <;>
      simp [kramers_apply, magnetisationOp, pauli, Matrix.mulVec, dotProduct,
        Fintype.sum_prod_type, Matrix.kroneckerMap_apply, Fin.sum_univ_two]
```

**Q:** What does this separate in practice?

**A:** Write $M=\langle\varphi,O\psi\rangle$ and $M'=\langle K\psi,OK\varphi\rangle$. For charge, $M'=M$, so $M+M'=2M$ and $M-M'=0$. For magnetisation, $M'=-M$, so $M+M'=0$ and $M-M'=2M$. The theorem inserts the two parities into the main relation, and `ring` does this arithmetic.

```lean
/-- Kramers combinations separate the channels: the sum ⟨φ, Oψ⟩ + ⟨Kψ, O Kφ⟩ is 2⟨φ, Oψ⟩ for charge
and zero for magnetisation operators, the difference is zero for charge and 2⟨φ, Oψ⟩ for
magnetisation operators. -/
theorem channel_separation {A : Matrix n n ℝ} (hA : A.IsSymm) (k : Fin 3)
    (φ ψ : n × Fin 2 → ℂ) :
    (matrixElement (chargeOp A) φ ψ + matrixElement (chargeOp A) (kramers ψ) (kramers φ)
        = 2 * matrixElement (chargeOp A) φ ψ ∧
      matrixElement (chargeOp A) φ ψ - matrixElement (chargeOp A) (kramers ψ) (kramers φ)
        = 0) ∧
    (matrixElement (magnetisationOp A k) φ ψ
        + matrixElement (magnetisationOp A k) (kramers ψ) (kramers φ) = 0 ∧
      matrixElement (magnetisationOp A k) φ ψ
        - matrixElement (magnetisationOp A k) (kramers ψ) (kramers φ)
        = 2 * matrixElement (magnetisationOp A k) φ ψ) := by
  have hc := matrixElement_kramers (chargeOp_parity hA).1 (Or.inl rfl)
    (chargeOp_parity hA).2 ψ φ
  have hm := matrixElement_kramers (magnetisationOp_parity hA k).1 (Or.inr rfl)
    (magnetisationOp_parity hA k).2 ψ φ
  rw [hc, hm]
  refine ⟨⟨?_, ?_⟩, ?_, ?_⟩ <;> ring
```

By linearity, the same combinations split a mixed perturbation $A\otimes1+B\otimes\sigma_k$ with $A$ and $B$ real symmetric: $(M+M')/2$ is the matrix element of its charge part and $(M-M')/2$ that of its magnetisation part.

**Q:** What about spin–orbit coupling, or the response equations themselves?

**A:** Spin–orbit coupling is not of either form, since its orbital part is imaginary in a real basis. The general relation applies to it once its Hermiticity and parity are supplied. Response equations, exchange–correlation kernels and spectra are not modelled, nor are four-component spinors.

**Q:** And the $-1$ from your opening example?

**A:** It is the last theorem, with `Unit` as the single orbital. It shows that the selection rule can fail when $\varepsilon=-1$.

```lean
/-- For a single orbital, σ_x has matrix element -1 between the spin-up state and its
Kramers partner. -/
theorem magnetisation_couples_partners :
    matrixElement (magnetisationOp (1 : Matrix Unit Unit ℝ) 0)
      (fun p => if p.2 = 0 then 1 else 0)
      (kramers (fun p => if p.2 = 0 then 1 else 0)) = -1 := by
  simp [matrixElement, magnetisationOp, pauli, Matrix.mulVec, dotProduct,
    Fintype.sum_prod_type, Matrix.kroneckerMap_apply, Fin.sum_univ_two, kramers_apply]

end

end KramersResponse
```

```lean
#print axioms KramersResponse.hasTimeParity_of_matrixElement
#print axioms KramersResponse.matrixElement_partner_eq_zero
#print axioms KramersResponse.channel_separation
#print axioms KramersResponse.magnetisation_couples_partners
```

```
'KramersResponse.hasTimeParity_of_matrixElement' depends on axioms: [propext, Classical.choice, Quot.sound]
'KramersResponse.matrixElement_partner_eq_zero' depends on axioms: [propext, Classical.choice, Quot.sound]
'KramersResponse.channel_separation' depends on axioms: [propext, Classical.choice, Quot.sound]
'KramersResponse.magnetisation_couples_partners' depends on axioms: [propext, Classical.choice, Quot.sound]
```
